# Sublattice imbalance forces zero modes when the larger sublattice has no matrix elements within itself

Take three sites in a row. The outer sites a₀ and a₁ are each connected to the centre b by a real hopping amplitude t, and all on-site energies are zero. Put amplitudes u₀ and u₁ on the outer sites and nothing on the centre. The Hamiltonian sends nothing back to the outer sites, and to the centre it sends

t u₀ + t u₁.

One equation constrains two amplitudes, so a nonzero solution must exist. For t ≠ 0 the normalised state is (1, −1, 0)/√2, in the order (a₀, a₁, b): the two outer sites interfere destructively at the centre.

The problems below extend this to finite clusters of non-interacting electrons in which one sublattice has no matrix elements within itself, and then to the Bloch Hamiltonian of the Lieb lattice.

## The cluster and its states

The sites form two finite sets A and B, either of which may be empty; |A| and |B| are their sizes. A single-particle state is a function ψ : A ⊕ B → ℂ, written ψ = (u, w) with u on A and w on B. In Lean, `Sum.inl a` is a site of A and `Sum.inr b` a site of B.

```lean
import Mathlib

open Matrix Module

namespace BipartiteZeroModes

noncomputable section

variable {A B : Type*} [Fintype A] [Fintype B]
```

The map `onA` embeds amplitudes u on A as the state (u, 0).

```lean
/-- The state on the whole cluster with amplitudes `u` on sublattice A and zero on B. -/
def onA : (A → ℂ) →ₗ[ℂ] (A ⊕ B → ℂ) where
  toFun u := Sum.elim u 0
  map_add' u v := by ext (a | b) <;> simp
  map_smul' c u := by ext (a | b) <;> simp
```

The Hamiltonian is a complex matrix H, and `H *ᵥ ψ` is its action on a state. Hermiticity is not assumed, so the general results cover Hermitian hopping matrices as a special case. Let Z be the space of states with Hψ = 0 and no amplitude on B. Lean calls it `zeroModesOnA H`; its closure proofs say that sums and multiples of such states are again such states. Zero modes with weight on B are not counted in Z.

```lean
/-- The space of zero-energy states of `H` that have no amplitude on sublattice B. -/
def zeroModesOnA (H : Matrix (A ⊕ B) (A ⊕ B) ℂ) : Submodule ℂ (A ⊕ B → ℂ) where
  carrier := {ψ | H *ᵥ ψ = 0 ∧ ∀ b, ψ (Sum.inr b) = 0}
  add_mem' := by
    rintro ψ φ ⟨h1, h2⟩ ⟨h3, h4⟩
    exact ⟨by rw [Matrix.mulVec_add, h1, h3, add_zero], fun b => by simp [h2 b, h4 b]⟩
  zero_mem' := ⟨Matrix.mulVec_zero _, fun _ => rfl⟩
  smul_mem' := by
    rintro c ψ ⟨h1, h2⟩
    exact ⟨by rw [Matrix.mulVec_smul, h1, smul_zero], fun b => by simp [h2 b]⟩
```

The last definition reverses the sign on B, taking (u, w) to (u, −w).

```lean
/-- The state `ψ` with the sign of its amplitudes on sublattice B reversed. -/
def flipB (ψ : A ⊕ B → ℂ) : A ⊕ B → ℂ :=
  Sum.elim (fun a => ψ (Sum.inl a)) (fun b => -ψ (Sum.inr b))
```

Name the blocks of H by their action: T (`H.toBlocks₂₁`) takes A amplitudes to B, S takes B amplitudes to A, and W acts within B. The hypothesis `hAA` sets the remaining block, within A, to zero. Physically, there is no hopping between A sites and every A site has on-site energy zero; a common on-site energy on A can be absorbed into the zero of energy. Then

H(u, w) = (S w, T u + W w).

## (a) The partner of an energy level

Suppose that W vanishes as well, and that Hψ = Eψ. Show that the sign-reversed state F ψ = (u, −w) satisfies

H(Fψ) = −E (Fψ).

With W = 0, the eigenvalue equation reads S w = E u and T u = E w. Therefore

H(u, −w) = (−S w, T u) = (−E u, E w) = −E (u, −w).

For the three-site chain, (1, 1, √2)/2 has energy √2 t and its partner (1, 1, −√2)/2 has energy −√2 t.

This is a sign change on single-particle states, not the many-body transformation that exchanges creation and annihilation operators. In Lean, `hA` and `hB` turn the vanishing blocks into vanishing matrix elements. The proof then treats A rows and B rows separately, and `simpa` reduces each to the corresponding row of the original eigenvalue equation.

```lean
/-- If all matrix elements within A and within B vanish, reversing the sign on B turns a solution at
energy `E` into a solution at energy `-E`. -/
theorem particle_hole_partner {H : Matrix (A ⊕ B) (A ⊕ B) ℂ}
    (hAA : H.toBlocks₁₁ = 0) (hBB : H.toBlocks₂₂ = 0) {E : ℂ} {ψ : A ⊕ B → ℂ}
    (h : H *ᵥ ψ = E • ψ) : H *ᵥ flipB ψ = (-E) • flipB ψ := by
  have hA : ∀ a a', H (Sum.inl a) (Sum.inl a') = 0 :=
    fun a a' => congrFun (congrFun hAA a) a'
  have hB : ∀ b b', H (Sum.inr b) (Sum.inr b') = 0 :=
    fun b b' => congrFun (congrFun hBB b) b'
  ext (a | b)
  · have h' := congrFun h (Sum.inl a)
    simpa [flipB, mulVec, dotProduct, Fintype.sum_sum_type, hA] using h'
  · have h' := congrFun h (Sum.inr b)
    simpa [flipB, mulVec, dotProduct, Fintype.sum_sum_type, hB] using h'
```

## (b) When a state on A is a zero mode

From here on W is arbitrary. Show that for any amplitudes u on A,

H(u, 0) = 0 if and only if T u = 0.

Setting w = 0 in the block formula gives H(u, 0) = (0, T u). The A component vanishes because nothing acts within A, and W has no amplitude to act on. What remains is the condition T u = 0: at each B site, the amplitudes arriving from A must cancel. "Zero energy" here means Hψ = 0. The expectation value of H is zero for every state on A, because (u, 0) and (0, T u) are orthogonal.

The forward half of the Lean proof reads off the B rows of H(u, 0) = 0. The reverse half checks all rows, using `hA` for those on A and the assumption T u = 0 for those on B.

```lean
/-- If all matrix elements within A vanish, a state living on A has zero energy exactly when the
amplitudes it sends to the B sites all cancel. -/
theorem zero_mode_iff {H : Matrix (A ⊕ B) (A ⊕ B) ℂ} (hAA : H.toBlocks₁₁ = 0)
    (u : A → ℂ) : H *ᵥ (onA u) = 0 ↔ H.toBlocks₂₁ *ᵥ u = 0 := by
  have hA : ∀ a a', H (Sum.inl a) (Sum.inl a') = 0 :=
    fun a a' => congrFun (congrFun hAA a) a'
  constructor
  · intro h
    ext b
    have h' := congrFun h (Sum.inr b)
    simpa [onA, mulVec, dotProduct, Fintype.sum_sum_type, toBlocks₂₁] using h'
  · intro h
    ext (a | b)
    · simp [onA, mulVec, dotProduct, Fintype.sum_sum_type, hA]
    · have h' := congrFun h b
      simpa [onA, mulVec, dotProduct, Fintype.sum_sum_type, toBlocks₂₁] using h'
```

## (c) Counting the modes on A

Show that

dim Z + rank T = |A|.

Every state in Z has the form (u, 0), and by (b) such a state belongs to Z exactly when u lies in the kernel of T. The embedding u ↦ (u, 0) is injective, so dim Z = dim ker T. Since T acts on a space of dimension |A|, rank–nullity gives

dim ker T + rank T = |A|,

which is the required count.

In Lean, `finrank ℂ` is the complex dimension. The step `hmap` identifies Z with the embedded kernel, `hinj` proves injectivity, `e` equates the dimensions, and `h` is rank–nullity.

```lean
/-- If all matrix elements within A vanish, the number of independent zero modes on A plus the rank
of the hopping from A to B is the number of A sites. -/
theorem zero_mode_count {H : Matrix (A ⊕ B) (A ⊕ B) ℂ} (hAA : H.toBlocks₁₁ = 0) :
    finrank ℂ (zeroModesOnA H) + H.toBlocks₂₁.rank = Fintype.card A := by
  -- the zero modes are the embedded kernel of the hopping block
  have hmap : zeroModesOnA H =
      (LinearMap.ker H.toBlocks₂₁.mulVecLin).map (onA (A := A) (B := B)) := by
    ext ψ
    rw [Submodule.mem_map]
    constructor
    · rintro ⟨h1, h2⟩
      have hψ : onA (fun a => ψ (Sum.inl a)) = ψ := by
        ext (a | b)
        · rfl
        · exact (h2 b).symm
      rw [← hψ] at h1
      exact ⟨fun a => ψ (Sum.inl a), LinearMap.mem_ker.2 ((zero_mode_iff hAA _).1 h1), hψ⟩
    · rintro ⟨u, hu, rfl⟩
      exact ⟨(zero_mode_iff hAA u).2 (LinearMap.mem_ker.1 hu), fun _ => rfl⟩
  have hinj : Function.Injective (onA (A := A) (B := B)) :=
    fun u v h => funext fun a => congrFun h (Sum.inl a)
  have e := (Submodule.equivMapOfInjective (onA (A := A) (B := B)) hinj
    (LinearMap.ker H.toBlocks₂₁.mulVecLin)).finrank_eq
  -- rank-nullity for the hopping block
  have h := LinearMap.finrank_range_add_finrank_ker H.toBlocks₂₁.mulVecLin
  rw [Module.finrank_fintype_fun_eq_card] at h
  rw [hmap, ← e, Matrix.rank, add_comm]
  exact h
```

## (d) Independent modes from the imbalance

Let |A| = |B| + d with d a natural number. Show that there are linearly independent states v₀, …, v_(d−1), an empty list if d = 0, with

H vᵢ = 0 and vᵢ(b) = 0 for every b in B.

The matrix T has |B| rows, so rank T ≤ |B|. By (c),

dim Z = |A| − rank T ≥ |A| − |B| = d.

Choose a basis of Z and keep d of its members. They are independent, and membership of Z supplies both equations. The states need not be orthonormal.

For a finite, non-interacting tight-binding model of this kind with Hermitian H, numerical diagonalisation should therefore return at least d zero eigenvalues up to rounding, whatever the values of the hoppings between A and B.

The Lean hypothesis `hd` writes the imbalance as a sum, and `Fin d` labels the states from 0 to d−1. The bound on the rank is `hr`, and `omega` combines it with (c) to give `hle`. `Fin.castLE hle` selects the first d basis vectors, and `hb.map'` carries their independence from Z to the full state space.

```lean
/-- If all matrix elements within A vanish and A has `d` more sites than B, then there are `d`
linearly independent zero-energy states living entirely on A. -/
theorem sublattice_imbalance_zero_modes {H : Matrix (A ⊕ B) (A ⊕ B) ℂ}
    (hAA : H.toBlocks₁₁ = 0) (d : ℕ) (hd : Fintype.card A = Fintype.card B + d) :
    ∃ v : Fin d → (A ⊕ B → ℂ), LinearIndependent ℂ v ∧
      ∀ i, H *ᵥ v i = 0 ∧ ∀ b, v i (Sum.inr b) = 0 := by
  have hc := zero_mode_count hAA
  have hr := H.toBlocks₂₁.rank_le_card_height
  have hle : d ≤ finrank ℂ (zeroModesOnA H) := by omega
  -- keep the first d members of a basis of the zero-mode space
  let b := Module.finBasis ℂ (zeroModesOnA H)
  have hb := b.linearIndependent.comp (Fin.castLE hle) (Fin.castLE_injective hle)
  exact ⟨fun i => (b (Fin.castLE hle i) : A ⊕ B → ℂ),
    hb.map' (zeroModesOnA H).subtype (Submodule.ker_subtype _),
    fun i => (b (Fin.castLE hle i)).2⟩
```

## (e) When the imbalance gives the exact number

Show that

dim Z + |B| = |A|

if and only if for every set of amplitudes φ on B there is a u on A with T u = φ.

Comparing the equation with (c) shows that it is equivalent to rank T = |B|. The rank is the dimension of the range of T, which lies in the |B|-dimensional space of amplitudes on B. It equals |B| exactly when the range is the whole space, that is, when T is onto.

When |A| ≥ |B|, there are therefore more than |A| − |B| independent modes on A whenever the hopping from A fails to reach some combination of B amplitudes, for example when a B site is disconnected from A.

The two halves of the Lean proof follow this argument in opposite directions. The first obtains the full rank from (c) and concludes that the range is everything; the second starts from the full range and recovers the dimension count.

```lean
/-- If all matrix elements within A vanish, the number of independent zero modes on A plus the
number of B sites equals the number of A sites exactly when hopping from A can produce every set of
amplitudes on B. -/
theorem imbalance_saturated_iff {H : Matrix (A ⊕ B) (A ⊕ B) ℂ} (hAA : H.toBlocks₁₁ = 0) :
    finrank ℂ (zeroModesOnA H) + Fintype.card B = Fintype.card A ↔
      ∀ φ : B → ℂ, ∃ u : A → ℂ, H.toBlocks₂₁ *ᵥ u = φ := by
  have hc := zero_mode_count hAA
  constructor
  · intro h φ
    have hr : finrank ℂ (LinearMap.range H.toBlocks₂₁.mulVecLin) = finrank ℂ (B → ℂ) := by
      rw [Module.finrank_fintype_fun_eq_card]
      change H.toBlocks₂₁.rank = _
      omega
    have hφ : φ ∈ LinearMap.range H.toBlocks₂₁.mulVecLin := by
      rw [Submodule.eq_top_of_finrank_eq hr]
      exact Submodule.mem_top
    obtain ⟨u, hu⟩ := hφ
    exact ⟨u, hu⟩
  · intro h
    have ht : LinearMap.range H.toBlocks₂₁.mulVecLin = ⊤ := LinearMap.range_eq_top.2 h
    have hr : H.toBlocks₂₁.rank = Fintype.card B := by
      rw [Matrix.rank, ht, finrank_top, Module.finrank_fintype_fun_eq_card]
    omega
```

## (f) A zero-energy Bloch state at every momentum

The Lieb lattice has a corner site and two edge sites per unit cell, the edge sites lying halfway along the bonds in the x and y directions. With unit lattice constant, an edge site couples to corner sites at displacements ±1/2 along its bond, and the two Bloch phases add to

t e^(ik/2) + t e^(−ik/2) = 2t cos(k/2),

where k is kx or ky. The hopping from the edge sites to the corner is thus the row

T = (2t cos(kx/2), 2t cos(ky/2)).

This fixes the phase convention, which uses the actual site positions, and the sign convention, in which the hopping matrix element is +t. Lean takes the row as a definition and does not derive it from the infinite lattice.

```lean
/-- Hopping from the two edge sites to the corner site of the Lieb lattice at momentum
`(kx, ky)`, with amplitude `t` and unit lattice constant. -/
def liebHop (t kx ky : ℝ) : Matrix (Fin 1) (Fin 2) ℂ :=
  !![((2 * t * Real.cos (kx / 2) : ℝ) : ℂ), ((2 * t * Real.cos (ky / 2) : ℝ) : ℂ)]
```

The edge sites play the role of A and the corner that of B. The conjugate transpose `ᴴ` supplies the reverse hopping, and all on-site energies are zero.

```lean
/-- The Bloch Hamiltonian of the Lieb lattice: two edge sites (A) and one corner site (B). -/
def liebBloch (t kx ky : ℝ) : Matrix (Fin 2 ⊕ Fin 1) (Fin 2 ⊕ Fin 1) ℂ :=
  Matrix.fromBlocks 0 (liebHop t kx ky)ᴴ (liebHop t kx ky) 0
```

Write H(k) for this matrix at momentum (kx, ky). Show that for all real t, kx and ky there is a state ψ ≠ 0 with

H(k) ψ = 0 and ψ(corner) = 0.

Here |A| = 2 and |B| = 1, so (d) with d = 1 gives one independent, hence nonzero, state. Unless both cosines vanish, a normalised choice is

ψ = (cos(ky/2), −cos(kx/2), 0)/N, N = √(cos²(kx/2) + cos²(ky/2)).

Where both vanish, (1, 0, 0) serves.

Since the energy is zero at every momentum, this is the flat band of the non-interacting Lieb lattice with nearest-neighbour hopping only. Direct hopping between edge sites is left out of the model; it would violate the hypothesis of (d). Lieb's theorem on ferrimagnetism concerns the total spin of the ground state of the half-filled repulsive Hubbard model, an interacting problem that this single-particle count does not settle.

The Lean proof applies (d) instead of constructing the explicit vector, and `hv.ne_zero 0` extracts the fact that the state is nonzero.

```lean
/-- At every momentum the Lieb lattice has a nonzero zero-energy Bloch state living on the
edge sites. -/
theorem lieb_flat_band (t kx ky : ℝ) :
    ∃ ψ : Fin 2 ⊕ Fin 1 → ℂ, ψ ≠ 0 ∧ liebBloch t kx ky *ᵥ ψ = 0 ∧
      ∀ b, ψ (Sum.inr b) = 0 := by
  obtain ⟨v, hv, hz⟩ := sublattice_imbalance_zero_modes (H := liebBloch t kx ky)
    (Matrix.toBlocks_fromBlocks₁₁ _ _ _ _) 1 (by simp)
  exact ⟨v 0, hv.ne_zero 0, (hz 0).1, (hz 0).2⟩
```

## (g) One zero mode on the edge sites, away from the touching point

Let t ≠ 0, and let at least one of cos(kx/2) and cos(ky/2) be nonzero. Show that, for H = H(k),

dim Z = 1.

Write T = (x, y); by assumption x or y is nonzero. Given a corner amplitude φ, the choice u = (φ/x, 0) yields T u = φ if x ≠ 0, and u = (0, φ/y) does so if y ≠ 0. Hence T is onto, and (e) gives dim Z + 1 = 2.

At the excluded momentum kx = ky = π (up to reciprocal lattice vectors), T vanishes and the count in (c) gives two independent zero modes on the edge sites instead of one. There the whole Bloch matrix is zero, so the dispersive bands touch the flat one.

In Lean, `key` is the two-case construction of u, `h2` records that 2t is nonzero, and `hs` is the count obtained from (e).

```lean
/-- With nonzero hopping, and away from the momentum where both cosines vanish, the
zero-energy Bloch states on the edge sites form a one-dimensional space. -/
theorem lieb_flat_band_unique {t kx ky : ℝ} (ht : t ≠ 0)
    (hk : Real.cos (kx / 2) ≠ 0 ∨ Real.cos (ky / 2) ≠ 0) :
    finrank ℂ (zeroModesOnA (liebBloch t kx ky)) = 1 := by
  -- a nonzero row reaches every amplitude on the single corner site
  have key : ∀ x y : ℂ, (x ≠ 0 ∨ y ≠ 0) → ∀ φ : Fin 1 → ℂ,
      ∃ u : Fin 2 → ℂ, !![x, y] *ᵥ u = φ := by
    rintro x y (hx | hy) φ
    · refine ⟨![x⁻¹ * φ 0, 0], funext fun i => ?_⟩
      obtain rfl : i = 0 := Subsingleton.elim _ _
      simp [mulVec, dotProduct, Fin.sum_univ_two, hx]
    · refine ⟨![0, y⁻¹ * φ 0], funext fun i => ?_⟩
      obtain rfl : i = 0 := Subsingleton.elim _ _
      simp [mulVec, dotProduct, Fin.sum_univ_two, hy]
  have h2 : (2 * t : ℝ) ≠ 0 := mul_ne_zero two_ne_zero ht
  have hs := (imbalance_saturated_iff (H := liebBloch t kx ky)
    (Matrix.toBlocks_fromBlocks₁₁ _ _ _ _)).2 (by
      rw [liebBloch, Matrix.toBlocks_fromBlocks₂₁]
      exact key _ _ (hk.imp (fun h => Complex.ofReal_ne_zero.2 (mul_ne_zero h2 h))
        (fun h => Complex.ofReal_ne_zero.2 (mul_ne_zero h2 h))))
  rw [Fintype.card_fin, Fintype.card_fin] at hs
  omega

end

end BipartiteZeroModes
```

```lean
#print axioms BipartiteZeroModes.particle_hole_partner
-- 'BipartiteZeroModes.particle_hole_partner' depends on axioms: [propext, Classical.choice, Quot.sound]
#print axioms BipartiteZeroModes.sublattice_imbalance_zero_modes
-- 'BipartiteZeroModes.sublattice_imbalance_zero_modes' depends on axioms: [propext, Classical.choice, Quot.sound]
#print axioms BipartiteZeroModes.lieb_flat_band
-- 'BipartiteZeroModes.lieb_flat_band' depends on axioms: [propext, Classical.choice, Quot.sound]
#print axioms BipartiteZeroModes.lieb_flat_band_unique
-- 'BipartiteZeroModes.lieb_flat_band_unique' depends on axioms: [propext, Classical.choice, Quot.sound]
```
